# Any pair of expectation values from a density matrix also comes from a pure state

A lattice system with a fixed number of particles is in a statistical mixture, and two averages are recorded: the occupation of a site and the current through a bond, say. Could a single wavefunction have given the same two numbers? If the observables commute, it could: in a common eigenbasis, take square roots of the probabilities as amplitudes. An occupation and a current need not commute, and then interference between the components can change the averages. For two Hermitian observables on a finite-dimensional space the answer is still yes.

In a density functional theory whose only variables are two such numbers, the functionals defined by constrained search over pure states and over ensembles are therefore defined on the same set of pairs. Nothing follows about their minimal energies, about ground states, or about Slater determinants.

## States, observables and the two sets of pairs

The finite type `n` labels an orthonormal basis of the many-body or one-particle space, not necessarily the lattice sites. The space is meant to have a fixed particle number. On a finite-dimensional Fock space, such as that of fermions on finitely many sites, the theorems still hold, but the vector they supply may superpose different particle numbers.

In Lean 4 with Mathlib:

```lean
import Mathlib

open Matrix ComplexConjugate
open scoped ComplexOrder

namespace TwoDensityVariables

noncomputable section

variable {n : Type*} [Fintype n]
```

A state is a function $\psi:n\to\mathbb C$, an operator is a matrix, Hermitian if it represents an observable, and $\langle\psi,A\psi\rangle=\sum_{ij}\overline{\psi_i}A_{ij}\psi_j$, conjugate-linear on the left. The value is typed as complex.

```lean
/-- The expectation value `⟨ψ, A ψ⟩`. -/
def expect (A : Matrix n n ℂ) (ψ : n → ℂ) : ℂ := star ψ ⬝ᵥ A *ᵥ ψ
```

A real pair is pure-state representable if some $\psi$ with $\langle\psi,\psi\rangle=1$ has exactly these expectation values. The equations hold in $\mathbb C$, so imaginary parts must vanish.

```lean
/-- The real pairs `(⟨ψ, A ψ⟩, ⟨ψ, B ψ⟩)` produced by unit vectors `ψ`. -/
def pureSet (A B : Matrix n n ℂ) : Set (ℝ × ℝ) :=
  {p | ∃ ψ : n → ℂ, star ψ ⬝ᵥ ψ = 1 ∧ expect A ψ = (p.1 : ℂ) ∧ expect B ψ = (p.2 : ℂ)}
```

It is ensemble representable if some $\Gamma\ge 0$ with $\operatorname{tr}\Gamma=1$ gives it through $\operatorname{tr}\Gamma A$ and $\operatorname{tr}\Gamma B$.

```lean
/-- The real pairs `(tr Γ A, tr Γ B)` produced by density matrices `Γ`. -/
def ensembleSet (A B : Matrix n n ℂ) : Set (ℝ × ℝ) :=
  {p | ∃ Γ : Matrix n n ℂ, Γ.PosSemidef ∧ Γ.trace = 1 ∧
    (Γ * A).trace = (p.1 : ℂ) ∧ (Γ * B).trace = (p.2 : ℂ)}
```

## Interference in a superposition

For Hermitian $A$, $\langle y,Ax\rangle=\overline{\langle x,Ay\rangle}$. The proof exchanges the two sums and uses $A_{ji}=\overline{A_{ij}}$.

```lean
/-- Exchanging the two states conjugates the matrix element of a Hermitian operator. -/
theorem matrixElement_conj {A : Matrix n n ℂ} (hA : A.IsHermitian) (x y : n → ℂ) :
    star y ⬝ᵥ A *ᵥ x = conj (star x ⬝ᵥ A *ᵥ y) := by
  rw [starRingEnd_apply]
  simp only [dotProduct, mulVec, star_sum, star_mul', Pi.star_apply, star_star, Finset.mul_sum]
  rw [Finset.sum_comm]
  refine Finset.sum_congr rfl fun i _ => Finset.sum_congr rfl fun j _ => ?_
  rw [hA.apply j i]
  ring
```

Let $s,r$ be real and $|u|=1$. Expanding the expectation value in $sx+ruy$ gives two diagonal terms, where $\bar uu=1$, and two cross terms that are conjugates of each other:
$$s^2\langle x,Ax\rangle+r^2\langle y,Ay\rangle+2sr\,\mathrm{Re}\,(u\langle x,Ay\rangle).$$

```lean
/-- The expectation value in the superposition `s x + r u y`, with `s`, `r` real and `u` a phase,
is the weighted sum of the two expectation values plus an interference term. -/
theorem expect_superposition {A : Matrix n n ℂ} (hA : A.IsHermitian) (x y : n → ℂ) (u : ℂ)
    (hu : ‖u‖ = 1) (s r : ℝ) :
    expect A ((s : ℂ) • x + ((r : ℂ) * u) • y) = (s : ℂ) ^ 2 * expect A x
      + (r : ℂ) ^ 2 * expect A y + ((2 * s * r * (u * (star x ⬝ᵥ A *ᵥ y)).re : ℝ) : ℂ) := by
  have hu' : conj u * u = 1 := by
    rw [mul_comm, Complex.mul_conj, Complex.normSq_eq_norm_sq, hu]
    simp
  have h2 := Complex.add_conj (u * (star x ⬝ᵥ A *ᵥ y))
  rw [map_mul] at h2
  simp only [expect, star_add, star_smul, mulVec_add, mulVec_smul, add_dotProduct,
    dotProduct_add, smul_dotProduct, dotProduct_smul, smul_eq_mul, matrixElement_conj hA x y,
    star_mul', Complex.star_def, Complex.conj_ofReal]
  push_cast at h2 ⊢
  linear_combination ((r : ℂ) ^ 2 * (star y ⬝ᵥ A *ᵥ y)) * hu' + (s : ℂ) * r * h2
```

The phase $u$ is free. Given complex $c$ and $d$, it can be chosen with $\mathrm{Re}(uc)=0$ and $\mathrm{Re}(ud)\ge0$. For $c\neq0$ take $u=i\bar c/|c|$, so that $uc=i|c|$; for $c=0$ take $u=1$. If $\mathrm{Re}(ud)$ is negative, replace $u$ by $-u$.

```lean
/-- A phase can be chosen that makes one complex number purely imaginary and gives another
a nonnegative real part. -/
theorem exists_phase (c d : ℂ) : ∃ u : ℂ, ‖u‖ = 1 ∧ (u * c).re = 0 ∧ 0 ≤ (u * d).re := by
  obtain ⟨u, hu, hc⟩ : ∃ u : ℂ, ‖u‖ = 1 ∧ (u * c).re = 0 := by
    by_cases h : c = 0
    · exact ⟨1, by simp, by simp [h]⟩
    · refine ⟨Complex.I * conj c / (‖c‖ : ℂ), by simp [h], ?_⟩
      have e : Complex.I * conj c / (‖c‖ : ℂ) * c
          = ((Complex.normSq c / ‖c‖ : ℝ) : ℂ) * Complex.I := by
        push_cast
        rw [← Complex.mul_conj]
        ring
      rw [e, Complex.re_ofReal_mul, Complex.I_re, mul_zero]
  rcases le_total 0 (u * d).re with h | h
  · exact ⟨u, hu, hc, h⟩
  · refine ⟨-u, by rw [norm_neg, hu], ?_, ?_⟩
    · rw [neg_mul, Complex.neg_re, hc, neg_zero]
    · rw [neg_mul, Complex.neg_re]
      linarith
```

Normalisation can wait. If $\langle z,z\rangle=N>0$ and the unnormalised expectation values are $Na$ and $Nb$, then $z/\sqrt N$ is a unit vector with the pair $(a,b)$.

```lean
/-- An unnormalised vector of squared norm `N > 0` with expectation values `N a` and `N b`
shows that the pair `(a, b)` comes from a unit vector. -/
theorem mem_pureSet_of_ray {A B : Matrix n n ℂ} {z : n → ℂ} {N a b : ℝ} (hN : 0 < N)
    (hz : star z ⬝ᵥ z = (N : ℂ)) (hA : expect A z = (N : ℂ) * a)
    (hB : expect B z = (N : ℂ) * b) : (a, b) ∈ pureSet A B := by
  obtain ⟨c, hc⟩ : ∃ c : ℝ, c ^ 2 * N = 1 :=
    ⟨(√N)⁻¹, by rw [inv_pow, Real.sq_sqrt hN.le, inv_mul_cancel₀ hN.ne']⟩
  have hc' : (c : ℂ) ^ 2 * N = 1 := by exact_mod_cast hc
  have scale : ∀ M : Matrix n n ℂ, expect M ((c : ℂ) • z) = (c : ℂ) ^ 2 * expect M z := by
    intro M
    simp only [expect, star_smul, mulVec_smul, smul_dotProduct, dotProduct_smul, smul_eq_mul,
      Complex.star_def, Complex.conj_ofReal]
    ring
  refine ⟨(c : ℂ) • z, ?_, ?_, ?_⟩
  · simp only [star_smul, smul_dotProduct, dotProduct_smul, smul_eq_mul,
      Complex.star_def, Complex.conj_ofReal, hz]
    linear_combination hc'
  · rw [scale, hA]
    linear_combination (a : ℂ) * hc'
  · rw [scale, hB]
    linear_combination (b : ℂ) * hc'
```

## Convexity for two observables

Let unit vectors $x,y$ give the pairs $p,q$, and let $t=(1-b)p+bq$ with $0\le b\le1$ be the target. If $p=q$, then $x$ already works. Otherwise write $\delta=q-p$ and try
$$z=(1-\tau)x+\tau uy,\qquad 0\le\tau\le1.$$
Measured from the target, and without their common factor $2(1-\tau)\tau$, the interference terms are
$$v_1=\mathrm{Re}\,u(\langle x,Ay\rangle-t_1\langle x,y\rangle),\quad v_2=\mathrm{Re}\,u(\langle x,By\rangle-t_2\langle x,y\rangle).$$
The condition $\delta_1v_2-\delta_2v_1=0$ has the form $\mathrm{Re}(uc)=0$, so a phase achieves it, and also $\mathrm{Re}(u\langle x,y\rangle)\ge0$. Then $v=\kappa\delta$ for a real $\kappa$.

Since $p-t=-b\delta$ and $q-t=(1-b)\delta$, with $N=\langle z,z\rangle$ we get
$$(\langle z,Az\rangle,\langle z,Bz\rangle)-Nt=g(\tau)\,\delta,$$
$$g(\tau)=-b(1-\tau)^2+(1-b)\tau^2+2(1-\tau)\tau\kappa.$$
Two conditions have become one. As $g(0)=-b\le0$ and $g(1)=1-b\ge0$, the intermediate value theorem supplies a zero. There
$$N=(1-\tau)^2+\tau^2+2(1-\tau)\tau\,\mathrm{Re}(u\langle x,y\rangle)\ge\tfrac12,$$
so $z$ can be normalised.

In the code, `lin` and `par` turn the phase condition into $v=\kappa\delta$, `intermediate_value_Icc` finds $\tau$, and the last `linear_combination` steps check the displayed identity for each observable.

```lean
/-- **Toeplitz-Hausdorff theorem**: for two Hermitian operators, commuting or not, the pairs of
expectation values in unit vectors form a convex set. -/
theorem toeplitz_hausdorff {A B : Matrix n n ℂ} (hA : A.IsHermitian) (hB : B.IsHermitian) :
    Convex ℝ (pureSet A B) := by
  classical
  rintro ⟨p1, p2⟩ ⟨x, hx, hxA, hxB⟩ ⟨q1, q2⟩ ⟨y, hy, hyA, hyB⟩ a b ha hb hab
  obtain rfl : a = 1 - b := by linarith
  change ((1 - b) * p1 + b * q1, (1 - b) * p2 + b * q2) ∈ pureSet A B
  by_cases h : (q1 - p1) ^ 2 + (q2 - p2) ^ 2 = 0
  · -- the two pairs coincide
    have h1 : q1 - p1 = 0 := (pow_eq_zero_iff two_ne_zero).mp
      (by linarith [sq_nonneg (q1 - p1), sq_nonneg (q2 - p2)])
    have h2 : q2 - p2 = 0 := (pow_eq_zero_iff two_ne_zero).mp
      (by linarith [sq_nonneg (q1 - p1), sq_nonneg (q2 - p2)])
    have e1 : (1 - b) * p1 + b * q1 = p1 := by linear_combination b * h1
    have e2 : (1 - b) * p2 + b * q2 = p2 := by linear_combination b * h2
    rw [e1, e2]
    exact ⟨x, hx, hxA, hxB⟩
  have lin : ∀ (k l m : ℝ) (u X Y W : ℂ), (u * (k * X - l * Y + m * W)).re
      = k * (u * X).re - l * (u * Y).re + m * (u * W).re := by
    intro k l m u X Y W
    simp [Complex.mul_re]
    ring
  have par : ∀ k l v w : ℝ, k ^ 2 + l ^ 2 ≠ 0 → k * w - l * v = 0 →
      ∃ κ, v = κ * k ∧ w = κ * l := by
    intro k l v w h0 h1
    refine ⟨(k * v + l * w) / (k ^ 2 + l ^ 2), ?_, ?_⟩
    · rw [div_mul_eq_mul_div, eq_div_iff h0]
      linear_combination -l * h1
    · rw [div_mul_eq_mul_div, eq_div_iff h0]
      linear_combination k * h1
  -- the phase puts the interference terms on the line through the two pairs
  obtain ⟨u, hu, hc, hd⟩ := exists_phase
    (((q1 - p1 : ℝ) : ℂ) * (star x ⬝ᵥ B *ᵥ y) - ((q2 - p2 : ℝ) : ℂ) * (star x ⬝ᵥ A *ᵥ y)
      + (((q2 - p2) * ((1 - b) * p1 + b * q1)
        - (q1 - p1) * ((1 - b) * p2 + b * q2) : ℝ) : ℂ) * (star x ⬝ᵥ y)) (star x ⬝ᵥ y)
  rw [lin] at hc
  obtain ⟨κ, hκA, hκB⟩ := par (q1 - p1) (q2 - p2)
    ((u * (star x ⬝ᵥ A *ᵥ y)).re - ((1 - b) * p1 + b * q1) * (u * (star x ⬝ᵥ y)).re)
    ((u * (star x ⬝ᵥ B *ᵥ y)).re - ((1 - b) * p2 + b * q2) * (u * (star x ⬝ᵥ y)).re)
    h (by linear_combination hc)
  -- between `x` and `y` the remaining quadratic polynomial has a zero
  obtain ⟨τ, ⟨h0, h1⟩, hg⟩ := intermediate_value_Icc (zero_le_one' ℝ)
    (f := fun τ : ℝ => -b * (1 - τ) ^ 2 + (1 - b) * τ ^ 2 + 2 * (1 - τ) * τ * κ)
    (by fun_prop) (show (0 : ℝ) ∈ Set.Icc _ _ from
      ⟨by norm_num; exact hb, by norm_num; linarith⟩)
  have hg' : -b * (1 - τ) ^ 2 + (1 - b) * τ ^ 2 + 2 * (1 - τ) * τ * κ = 0 := hg
  have hn := expect_superposition Matrix.isHermitian_one x y u hu (1 - τ) τ
  simp only [expect, one_mulVec, hx, hy] at hn
  have hpos : 0 ≤ (1 - τ) * τ * (u * (star x ⬝ᵥ y)).re :=
    mul_nonneg (mul_nonneg (by linarith) h0) hd
  refine mem_pureSet_of_ray
    (N := (1 - τ) ^ 2 + τ ^ 2 + 2 * (1 - τ) * τ * (u * (star x ⬝ᵥ y)).re)
    (by nlinarith [sq_nonneg (2 * τ - 1)]) (by rw [hn]; push_cast; ring) ?_ ?_
  · rw [expect_superposition hA x y u hu, hxA, hyA]
    norm_cast
    linear_combination (q1 - p1) * hg' + 2 * (1 - τ) * τ * hκA
  · rw [expect_superposition hB x y u hu, hxB, hyB]
    norm_cast
    linear_combination (q2 - p2) * hg' + 2 * (1 - τ) * τ * hκB
```

The Toeplitz-Hausdorff theorem is often phrased as convexity of the numerical range of the single matrix $A+iB$, which is the same statement in finite dimension. Infinite-dimensional spaces are not treated here.

As a numerical instance, take $A=\sigma_z$, $B=\sigma_x$, $x=(1,0)$, $y=(0,1)$ and $b=\tfrac14$. The pairs are $(1,0)$ and $(-1,0)$, and the target is $(\tfrac12,0)$. Here $c=-2$, so $u=-i$ and $\kappa=0$. The equation $g(\tau)=0$ gives $1-\tau=\sqrt3\,\tau$, and the normalised state is $\tfrac12(\sqrt3,-i)$. Its averages are $\langle\sigma_z\rangle=\tfrac34-\tfrac14=\tfrac12$ and $\langle\sigma_x\rangle=0$. With $u=1$ and the same weights, $\langle\sigma_x\rangle$ would be $\sqrt3/2$.

## From density matrices to pure states

Diagonalise $\Gamma=UDU^\dagger$, with eigenvalues $w_i\ge0$ and orthonormal columns $v_i$ of $U$. Cyclicity of the trace gives
$$\operatorname{tr}\Gamma A=\operatorname{tr}(D\,U^\dagger AU)=\sum_i w_i\langle v_i,Av_i\rangle.$$

```lean
/-- A positive semidefinite `Γ` acts in every trace `tr Γ A` as a mixture of unit vectors with
nonnegative weights. -/
theorem exists_mixture {Γ : Matrix n n ℂ} (hΓ : Γ.PosSemidef) :
    ∃ (w : n → ℝ) (v : n → n → ℂ), (∀ i, 0 ≤ w i) ∧ (∀ i, star (v i) ⬝ᵥ v i = 1) ∧
      ∀ A : Matrix n n ℂ, (Γ * A).trace = ∑ i, (w i : ℂ) * expect A (v i) := by
  classical
  obtain ⟨U, hU, hs⟩ : ∃ U : Matrix n n ℂ, star U * U = 1 ∧
      Γ = U * diagonal (fun i => (hΓ.1.eigenvalues i : ℂ)) * star U := by
    refine ⟨_, Matrix.mem_unitaryGroup_iff'.mp hΓ.1.eigenvectorUnitary.2, ?_⟩
    have h := hΓ.1.spectral_theorem
    rw [Unitary.conjStarAlgAut_apply] at h
    exact h
  refine ⟨hΓ.1.eigenvalues, fun i k => U k i, hΓ.eigenvalues_nonneg, fun i => ?_, fun A => ?_⟩
  · have h := congrFun (congrFun hU i) i
    rw [Matrix.one_apply_eq, Matrix.mul_apply] at h
    exact h
  · have h : (Γ * A).trace
        = (diagonal (fun i => (hΓ.1.eigenvalues i : ℂ)) * (star U * (A * U))).trace := by
      conv_lhs => rw [hs]
      rw [Matrix.mul_assoc, Matrix.mul_assoc, Matrix.trace_mul_comm]
      simp only [Matrix.mul_assoc]
    rw [h]
    simp only [Matrix.trace, Matrix.diag_apply, Matrix.diagonal_mul]
    refine Finset.sum_congr rfl fun i _ => ?_
    congr 1
```

Setting $A=1$ shows that $\sum_iw_i=\operatorname{tr}\Gamma=1$. Hermiticity makes each $\langle v_i,Av_i\rangle$ and $\langle v_i,Bv_i\rangle$ real, so the ensemble pair is a convex combination of pure pairs, and by convexity it is itself pure. Conversely, $\Gamma=\psi\psi^\dagger$ is a density matrix with $\operatorname{tr}\Gamma M=\langle\psi,M\psi\rangle$. The two inclusions give equality of the sets.

```lean
/-- For two Hermitian operators, density matrices and unit vectors produce exactly the same
pairs of expectation values. -/
theorem ensembleSet_eq_pureSet {A B : Matrix n n ℂ} (hA : A.IsHermitian) (hB : B.IsHermitian) :
    ensembleSet A B = pureSet A B := by
  classical
  ext ⟨a, b⟩
  constructor
  · rintro ⟨Γ, hΓ, htr, h1, h2⟩
    obtain ⟨w, v, hw, hv, hm⟩ := exists_mixture hΓ
    have hsum : ∑ i, w i = 1 := by
      have h := hm 1
      simp only [mul_one, htr, expect, one_mulVec, hv] at h
      exact_mod_cast h.symm
    have real : ∀ {M : Matrix n n ℂ}, M.IsHermitian → ∀ i,
        expect M (v i) = ((expect M (v i)).re : ℂ) := fun hM i =>
      (Complex.conj_eq_iff_re.mp (matrixElement_conj hM (v i) (v i)).symm).symm
    have ha : a = ∑ i, w i * (expect A (v i)).re := by
      have h := congrArg Complex.re (h1.symm.trans (hm A))
      simpa only [Complex.ofReal_re, Complex.re_sum, Complex.re_ofReal_mul] using h
    have hb : b = ∑ i, w i * (expect B (v i)).re := by
      have h := congrArg Complex.re (h2.symm.trans (hm B))
      simpa only [Complex.ofReal_re, Complex.re_sum, Complex.re_ofReal_mul] using h
    -- the ensemble pair is a convex combination of pure pairs
    have e : (a, b) = ∑ i, w i • ((expect A (v i)).re, (expect B (v i)).re) := by
      apply Prod.ext
      · simp [Prod.fst_sum, ha]
      · simp [Prod.snd_sum, hb]
    rw [e]
    exact (toeplitz_hausdorff hA hB).sum_mem (fun i _ => hw i) hsum
      (fun i _ => ⟨v i, hv i, real hA i, real hB i⟩)
  · rintro ⟨ψ, hψ, h1, h2⟩
    have tr : ∀ M : Matrix n n ℂ, (vecMulVec ψ (star ψ) * M).trace = expect M ψ := by
      intro M
      simp only [Matrix.trace, Matrix.diag_apply, Matrix.mul_apply, vecMulVec_apply, expect,
        dotProduct, mulVec, Finset.mul_sum]
      rw [Finset.sum_comm]
      exact Finset.sum_congr rfl fun i _ => Finset.sum_congr rfl fun j _ => by ring
    refine ⟨vecMulVec ψ (star ψ), posSemidef_vecMulVec_self_star ψ, ?_, ?_, ?_⟩
    · have h := tr 1
      rw [mul_one] at h
      rw [h, expect, one_mulVec, hψ]
    · rw [tr, h1]
    · rw [tr, h2]
```

## A counterexample with three observables

For three observables the result does not hold on every space: the Pauli matrices on $\mathbb C^2$ are a counterexample. It concerns dimension two only and says nothing about larger spaces.

```lean
/-- The Pauli matrix `σx`. -/
def sigmaX : Matrix (Fin 2) (Fin 2) ℂ := !![0, 1; 1, 0]

/-- The Pauli matrix `σy`. -/
def sigmaY : Matrix (Fin 2) (Fin 2) ℂ := !![0, -Complex.I; Complex.I, 0]

/-- The Pauli matrix `σz`. -/
def sigmaZ : Matrix (Fin 2) (Fin 2) ℂ := !![1, 0; 0, -1]
```

The density matrix $\tfrac12\mathbb 1$ gives all three the average zero. Suppose a unit vector $\psi=(\psi_0,\psi_1)$ did the same. The conditions for $\sigma_x$ and $\sigma_y$ are
$$\overline{\psi_0}\psi_1+\overline{\psi_1}\psi_0=0,\qquad -i\,\overline{\psi_0}\psi_1+i\,\overline{\psi_1}\psi_0=0,$$
and together they force $\overline{\psi_0}\psi_1=0$. One component vanishes, so normalisation gives $\langle\sigma_z\rangle=\pm1$, a contradiction. The code derives the vanishing product as `h0` and treats the two cases separately.

```lean
/-- The density matrix `1/2` on `ℂ²` gives all three Pauli matrices the expectation value zero,
and no unit vector does so. -/
theorem three_variables_fail :
    (((1 / 2 : ℂ) • (1 : Matrix (Fin 2) (Fin 2) ℂ)).PosSemidef ∧
      ((1 / 2 : ℂ) • (1 : Matrix (Fin 2) (Fin 2) ℂ)).trace = 1 ∧
      ∀ M ∈ [sigmaX, sigmaY, sigmaZ], M.IsHermitian ∧
        (((1 / 2 : ℂ) • (1 : Matrix (Fin 2) (Fin 2) ℂ)) * M).trace = 0) ∧
    ¬ ∃ ψ : Fin 2 → ℂ, star ψ ⬝ᵥ ψ = 1 ∧
      expect sigmaX ψ = 0 ∧ expect sigmaY ψ = 0 ∧ expect sigmaZ ψ = 0 := by
  refine ⟨⟨?_, ?_, ?_⟩, ?_⟩
  · have e : (1 / 2 : ℂ) = ((1 / 2 : ℝ) : ℂ) := by norm_num
    have h : (0 : ℂ) ≤ 1 / 2 := by
      rw [e]
      exact Complex.zero_le_real.mpr (by norm_num)
    exact Matrix.PosSemidef.one.smul h
  · simp
  · intro M hM
    simp only [List.mem_cons, List.not_mem_nil, or_false] at hM
    rcases hM with rfl | rfl | rfl
    all_goals
      constructor
      · ext i j
        fin_cases i <;> fin_cases j <;> simp [sigmaX, sigmaY, sigmaZ]
      · simp [sigmaX, sigmaY, sigmaZ, Matrix.trace_fin_two]
  · rintro ⟨ψ, h1, hx, hy, hz⟩
    simp only [expect, sigmaX, sigmaY, sigmaZ, dotProduct, mulVec, Fin.sum_univ_two,
      Pi.star_apply, Matrix.of_apply, Matrix.cons_val_zero, Matrix.cons_val_one,
      Matrix.cons_val_fin_one] at h1 hx hy hz
    -- the first two conditions remove the coherence between the two components
    have h0 : star (ψ 0) * ψ 1 = 0 := by
      linear_combination (1 / 2 : ℂ) * hx + (Complex.I / 2) * hy
        + (1 / 2 : ℂ) * (star (ψ 0) * ψ 1 - star (ψ 1) * ψ 0) * Complex.I_sq
    rcases mul_eq_zero.mp h0 with h | h
    · rw [h] at h1 hz
      have : (1 : ℂ) = 0 := by linear_combination -h1 - hz
      exact one_ne_zero this
    · rw [h] at h1 hz
      have : (1 : ℂ) = 0 := by linear_combination -h1 + hz
      exact one_ne_zero this

end

end TwoDensityVariables
```

The same example shows, by a short calculation, what Hermiticity contributes. Take $B=\sigma_y$ and the non-Hermitian $A=\sigma_x+i\sigma_z$. A real value of $\langle A\rangle$ requires $\langle\sigma_z\rangle=0$, and for unit vectors the three Pauli averages have squares summing to one. The pure pairs therefore form the unit circle, which is not convex, while $\tfrac12\mathbb 1$ gives its centre.

```lean
#print axioms TwoDensityVariables.ensembleSet_eq_pureSet
-- 'TwoDensityVariables.ensembleSet_eq_pureSet' depends on axioms: [propext, Classical.choice, Quot.sound]
#print axioms TwoDensityVariables.three_variables_fail
-- 'TwoDensityVariables.three_variables_fail' depends on axioms: [propext, Classical.choice, Quot.sound]
```
